# The Kekulé and Dewar sums of the six-spin Heisenberg ring span an invariant plane with energies $-1\pm\sqrt{13}/2$

Put one spin 1/2 on each carbon of benzene and couple neighbours by $H=\sum_i \mathbf s_i\cdot\mathbf s_{i+1}$. Pairing the six spins into singlets without crossings gives two Kekulé and three Dewar structures. I am told that, with every singlet oriented from odd to even site, the Kekulé sum $K$ and the Dewar sum $D$ mix only with each other under $H$, with energies $-1\pm\sqrt{13}/2$. The structures overlap, and the signs depend on the orientations, so I would like a rigorous derivation that a machine has checked. Can it be done?

## Exchange acting on singlet pairs

Yes. Give sites 1 to 6 the indices 0 to 5, so that the odd sites 1, 3, 5 have indices 0, 2, 4. Write $[ij]=u_id_j-d_iu_j$ for the unnormalised singlet, where $u$ and $d$ are the up and down amplitudes. Then

$$K=[01][23][45]+[21][43][05],$$
$$D=[03][21][45]+[41][23][05]+[25][01][43].$$

The exchange $P_{ij}$ is $+1$ on triplets and $-1$ on singlets, where $\mathbf s_i\cdot\mathbf s_j$ is $1/4$ and $-3/4$. Hence $\mathbf s_i\cdot\mathbf s_j=\tfrac12P_{ij}-\tfrac14$.

A bond inside a singlet therefore contributes $-3/4$. For a bond $bc$ joining two singlets, $P_{bc}[ab][cd]=[ac][bd]$, and multiplying out shows $[ac][bd]=[ab][cd]-[ad][cb]$. So

$$\mathbf s_b\cdot\mathbf s_c\,[ab][cd]=\tfrac14[ab][cd]-\tfrac12[ad][cb].$$

- **A Kekulé structure** has three bonds inside singlets and three between them. The diagonal part is $-\tfrac94+\tfrac34=-\tfrac32$, and the other terms give each Dewar structure once, with factor $-\tfrac12$.
- **A Dewar structure** has two bonds inside and four between. The diagonal part is $-\tfrac32+1=-\tfrac12$, and each Kekulé structure appears twice, with total factor $-1$.

Summing over structures,

$$HK=-\tfrac32K-D,\qquad HD=-3K-\tfrac12D.$$

For $aK+bD$ the eigenvalue equation reads $-\tfrac32a-3b=Ea$ and $-a-\tfrac12b=Eb$. Eliminating $a$ gives $(E+\tfrac32)(E+\tfrac12)=3$, that is $(E+1)^2=\tfrac{13}{4}$.

**A check by hand.** On the Néel configuration ↑↓↑↓↑↓, $K=2$ and $D=3$. Each of the six neighbour exchanges leads to a configuration with $K=-1$. Thus $HK$ has amplitude $\tfrac12(-6)-\tfrac32\cdot2=-6$, which agrees with $-\tfrac32\cdot2-3$. Normalised singlets would multiply all these amplitudes by $2^{-3/2}$ and leave the energies unchanged.

**In code.** The matrix to diagonalise is `[[-1.5, -3], [-1, -0.5]]`, with eigenvalues about $-2.803$ and $0.803$. It is not symmetric, because $K$ and $D$ are not orthonormal, so pass it to a general eigenvalue routine. A symmetric routine that reads only one triangle of this matrix returns wrong energies.

## The Lean file

```lean
import Mathlib

open Function

namespace HexagonValenceBond

noncomputable section

/-- A state of six spins 1/2: an amplitude for each configuration, with `0` for up and `1` for
down. Sites 1 to 6 of the ring carry the indices 0 to 5. -/
abbrev State := (Fin 6 → Fin 2) → ℂ

/-- The x component of a spin 1/2. -/
def sx : Matrix (Fin 2) (Fin 2) ℂ := !![0, 1 / 2; 1 / 2, 0]

/-- The y component of a spin 1/2. -/
def sy : Matrix (Fin 2) (Fin 2) ℂ := !![0, -(Complex.I / 2); Complex.I / 2, 0]

/-- The z component of a spin 1/2. -/
def sz : Matrix (Fin 2) (Fin 2) ℂ := !![1 / 2, 0; 0, -(1 / 2)]

/-- The one-spin operator `A` acting on site `i` of the ring. -/
def onSite (A : Matrix (Fin 2) (Fin 2) ℂ) (i : Fin 6) : State →ₗ[ℂ] State where
  toFun ψ := fun c => ∑ x, A (c i) x * ψ (update c i x)
  map_add' ψ φ := by
    funext c
    simp only [Pi.add_apply, mul_add, Finset.sum_add_distrib]
  map_smul' r ψ := by
    funext c
    simp only [Pi.smul_apply, smul_eq_mul, RingHom.id_apply, Finset.mul_sum]
    exact Finset.sum_congr rfl fun x _ => by ring

/-- The scalar product `s_i · s_j` of two spins. -/
def spinDot (i j : Fin 6) : State →ₗ[ℂ] State :=
  onSite sx i ∘ₗ onSite sx j + onSite sy i ∘ₗ onSite sy j + onSite sz i ∘ₗ onSite sz j

/-- The Heisenberg Hamiltonian of the six-spin ring, `H = ∑ s_i · s_(i+1)`. -/
def ringH : State →ₗ[ℂ] State := ∑ i : Fin 6, spinDot i (i + 1)

/-- Amplitude of spin up. -/
def up (a : Fin 2) : ℂ := if a = 0 then 1 else 0

/-- Amplitude of spin down. -/
def down (a : Fin 2) : ℂ := if a = 0 then 0 else 1

/-- The unnormalised singlet on sites `i` and `j`, oriented from `i` to `j`. -/
def singlet (i j : Fin 6) : State :=
  fun c => up (c i) * down (c j) - down (c i) * up (c j)

/-- The sum of the two Kekulé structures, singlets oriented from even to odd indices, that is, from
odd to even sites in the numbering 1 to 6. -/
def kekule : State :=
  singlet 0 1 * singlet 2 3 * singlet 4 5 + singlet 2 1 * singlet 4 3 * singlet 0 5

/-- The sum of the three Dewar structures, singlets oriented from even to odd indices, that is, from
odd to even sites in the numbering 1 to 6. -/
def dewar : State :=
  singlet 0 3 * singlet 2 1 * singlet 4 5 + singlet 4 1 * singlet 2 3 * singlet 0 5
    + singlet 2 5 * singlet 0 1 * singlet 4 3

/-- The matrix elements of `s · s'` for two spins 1/2 are those of half the exchange minus
one quarter of the identity. -/
theorem spin_entries (a b x y : Fin 2) :
    sx a x * sx b y + sy a x * sy b y + sz a x * sz b y
      = (1 / 2) * (if x = b ∧ y = a then 1 else 0)
        - (1 / 4) * (if x = a ∧ y = b then 1 else 0) := by
  fin_cases a <;> fin_cases b <;> fin_cases x <;> fin_cases y <;>
  first
    | (simp [sx, sy, sz]; done)
    | (simp [sx, sy, sz]; ring1)
    | (simp [sx, sy, sz]; linear_combination (1 / 4) * Complex.I_sq)
    | (simp [sx, sy, sz]; linear_combination (-1 / 4) * Complex.I_sq)

/-- Dirac's exchange identity: on two different sites, `s_i · s_j` is half the exchange of the
two spins minus one quarter. -/
theorem dirac_exchange (i j : Fin 6) (hij : i ≠ j) (ψ : State) (c : Fin 6 → Fin 2) :
    spinDot i j ψ c = (1 / 2) * ψ (c ∘ Equiv.swap i j) - (1 / 4) * ψ c := by
  have h1 : c ∘ Equiv.swap i j = update (update c i (c j)) j (c i) := by
    funext k
    by_cases hk : k = j
    · subst hk; simp
    · by_cases hi : k = i
      · subst hi; simp [hk]
      · simp [hk, hi, Equiv.swap_apply_of_ne_of_ne hi hk]
  have h2 : update (update c i (c i)) j (c j) = c := by simp
  have hop : ∀ A : Matrix (Fin 2) (Fin 2) ℂ, onSite A i (onSite A j ψ) c
      = ∑ x, ∑ y, A (c i) x * A (c j) y * ψ (update (update c i x) j y) := by
    intro A
    change ∑ x, A (c i) x * ∑ y, A (update c i x j) y * ψ (update (update c i x) j y) = _
    simp only [update_of_ne hij.symm, Finset.mul_sum, mul_assoc]
  -- sum the matrix elements against an arbitrary two-spin amplitude
  have key : ∀ (F : Fin 2 → Fin 2 → ℂ) (a b : Fin 2),
      (∑ x, ∑ y, sx a x * sx b y * F x y) + (∑ x, ∑ y, sy a x * sy b y * F x y)
        + (∑ x, ∑ y, sz a x * sz b y * F x y) = (1 / 2) * F b a - (1 / 4) * F a b := by
    intro F a b
    simp only [← Finset.sum_add_distrib, ← add_mul, spin_entries]
    fin_cases a <;> fin_cases b <;> simp [Fin.sum_univ_two] <;> ring
  have h := key (fun x y => ψ (update (update c i x) j y)) (c i) (c j)
  simp only [h2] at h
  change onSite sx i (onSite sx j ψ) c + onSite sy i (onSite sy j ψ) c
    + onSite sz i (onSite sz j ψ) c = _
  rw [hop sx, hop sy, hop sz, h1]
  exact h

/-- The ring Hamiltonian is half the sum of the six nearest-neighbour exchanges minus 3/2. -/
theorem ringH_apply (ψ : State) (c : Fin 6 → Fin 2) :
    ringH ψ c = (1 / 2) * (ψ (c ∘ Equiv.swap 0 1) + ψ (c ∘ Equiv.swap 1 2)
      + ψ (c ∘ Equiv.swap 2 3) + ψ (c ∘ Equiv.swap 3 4) + ψ (c ∘ Equiv.swap 4 5)
      + ψ (c ∘ Equiv.swap 5 0)) - (3 / 2) * ψ c := by
  have hne : ∀ i : Fin 6, i ≠ i + 1 := by decide
  simp only [ringH, LinearMap.sum_apply, Finset.sum_apply]
  rw [Finset.sum_congr rfl (fun i _ => dirac_exchange i (i + 1) (hne i) ψ c),
    Fin.sum_univ_six]
  simp only [show (0 : Fin 6) + 1 = 1 from rfl, show (1 : Fin 6) + 1 = 2 from rfl,
    show (2 : Fin 6) + 1 = 3 from rfl, show (3 : Fin 6) + 1 = 4 from rfl,
    show (4 : Fin 6) + 1 = 5 from rfl, show (5 : Fin 6) + 1 = 0 from rfl]
  ring

/-- The Hamiltonian sends the Kekulé sum `K` to `-(3/2) K - D`, with `D` the Dewar sum. -/
theorem ringH_kekule : ringH kekule = (-(3 / 2) : ℂ) • kekule - dewar := by
  funext c
  rw [ringH_apply]
  simp only [kekule, dewar, singlet, Pi.add_apply, Pi.mul_apply, Pi.sub_apply, Pi.smul_apply,
    smul_eq_mul, comp_apply, Equiv.swap_apply_def, Fin.reduceEq, ↓reduceIte]
  ring

/-- The Hamiltonian sends the Dewar sum `D` to `-3 K - (1/2) D`, with `K` the Kekulé sum. -/
theorem ringH_dewar : ringH dewar = (-3 : ℂ) • kekule - (1 / 2 : ℂ) • dewar := by
  funext c
  rw [ringH_apply]
  simp only [kekule, dewar, singlet, Pi.add_apply, Pi.mul_apply, Pi.sub_apply, Pi.smul_apply,
    smul_eq_mul, comp_apply, Equiv.swap_apply_def, Fin.reduceEq, ↓reduceIte]
  ring

/-- The Kekulé sum and the Dewar sum are linearly independent. -/
theorem kekule_dewar_independent : LinearIndependent ℂ ![kekule, dewar] := by
  rw [LinearIndependent.pair_iff]
  intro a b h
  -- compare amplitudes on the Néel configuration and on one other configuration
  have neel : ∀ c : Fin 6 → Fin 2, c 0 = 0 → c 1 = 1 → c 2 = 0 → c 3 = 1 → c 4 = 0 → c 5 = 1 →
      kekule c = 2 ∧ dewar c = 3 := by
    intro c h0 h1 h2 h3 h4 h5
    constructor <;> norm_num [kekule, dewar, singlet, up, down, h0, h1, h2, h3, h4, h5]
  have other : ∀ c : Fin 6 → Fin 2, c 0 = 0 → c 1 = 0 → c 2 = 1 → c 3 = 1 → c 4 = 0 → c 5 = 1 →
      kekule c = -1 ∧ dewar c = -1 := by
    intro c h0 h1 h2 h3 h4 h5
    constructor <;> norm_num [kekule, dewar, singlet, up, down, h0, h1, h2, h3, h4, h5]
  obtain ⟨k1, d1⟩ := neel ![0, 1, 0, 1, 0, 1] rfl rfl rfl rfl rfl rfl
  obtain ⟨k2, d2⟩ := other ![0, 0, 1, 1, 0, 1] rfl rfl rfl rfl rfl rfl
  have e1 := congrFun h ![0, 1, 0, 1, 0, 1]
  have e2 := congrFun h ![0, 0, 1, 1, 0, 1]
  simp only [Pi.add_apply, Pi.smul_apply, smul_eq_mul, Pi.zero_apply, k1, d1] at e1
  simp only [Pi.add_apply, Pi.smul_apply, smul_eq_mul, Pi.zero_apply, k2, d2] at e2
  exact ⟨by linear_combination -e1 - 3 * e2, by linear_combination e1 + 2 * e2⟩

/-- The action of the Hamiltonian on a general combination of the Kekulé and Dewar sums. -/
theorem ringH_comb (a b : ℂ) : ringH (a • kekule + b • dewar)
    = (-(3 / 2) * a - 3 * b) • kekule + (-a - b / 2) • dewar := by
  rw [map_add, map_smul, map_smul, ringH_kekule, ringH_dewar]
  module

/-- For either square root `s` of 13, the combination `6 K + (s - 1) D` of the Kekulé and Dewar
sums satisfies the eigenvalue equation with energy `-1 - s/2`. -/
theorem ringH_eigenvector (s : ℂ) (hs : s ^ 2 = 13) :
    ringH ((6 : ℂ) • kekule + (s - 1) • dewar)
      = (-1 - s / 2) • ((6 : ℂ) • kekule + (s - 1) • dewar) := by
  have h1 : (-(3 / 2) * 6 - 3 * (s - 1) : ℂ) = (-1 - s / 2) * 6 := by ring
  have h2 : (-6 - (s - 1) / 2 : ℂ) = (-1 - s / 2) * (s - 1) := by
    linear_combination (1 / 2) * hs
  rw [ringH_comb, h1, h2, smul_add, smul_smul, smul_smul]

/-- The span of the Kekulé sum and the Dewar sum is invariant under the Hamiltonian of the
six-spin ring, and the eigenvalues in it are exactly `-1 - √13/2` and `-1 + √13/2`. -/
theorem kekule_dewar_spectrum :
    (∀ v ∈ Submodule.span ℂ {kekule, dewar}, ringH v ∈ Submodule.span ℂ {kekule, dewar}) ∧
    ∀ E : ℂ, (∃ v ∈ Submodule.span ℂ {kekule, dewar}, v ≠ 0 ∧ ringH v = E • v) ↔
      E = -1 - (Real.sqrt 13 : ℂ) / 2 ∨ E = -1 + (Real.sqrt 13 : ℂ) / 2 := by
  have ind := LinearIndependent.pair_iff.mp kekule_dewar_independent
  have hs : (Real.sqrt 13 : ℂ) ^ 2 = 13 := by
    rw [← Complex.ofReal_pow, Real.sq_sqrt (by norm_num)]
    norm_num
  -- either square root of 13 supplies a nonzero eigenvector in the span
  have ex : ∀ s : ℂ, s ^ 2 = 13 → ∃ v ∈ Submodule.span ℂ {kekule, dewar},
      v ≠ 0 ∧ ringH v = (-1 - s / 2) • v := by
    intro s h
    refine ⟨(6 : ℂ) • kekule + (s - 1) • dewar,
      Submodule.mem_span_pair.mpr ⟨6, s - 1, rfl⟩, fun h0 => ?_, ringH_eigenvector s h⟩
    have h6 := (ind _ _ h0).1
    norm_num at h6
  refine ⟨fun v hv => ?_, fun E => ⟨?_, ?_⟩⟩
  · obtain ⟨a, b, rfl⟩ := Submodule.mem_span_pair.mp hv
    rw [ringH_comb]
    exact Submodule.mem_span_pair.mpr ⟨_, _, rfl⟩
  · rintro ⟨v, hv, hv0, hE⟩
    obtain ⟨a, b, rfl⟩ := Submodule.mem_span_pair.mp hv
    rw [ringH_comb] at hE
    -- compare the coefficients of the Kekulé sum and the Dewar sum
    obtain ⟨e1, e2⟩ := ind (-(3 / 2) * a - 3 * b - E * a) (-a - b / 2 - E * b) (by
      rw [← sub_eq_zero] at hE
      rw [← hE]
      module)
    have hb : b ≠ 0 := by
      intro hb
      have ha : a = 0 := by
        rw [hb] at e2
        linear_combination -e2
      exact hv0 (by rw [ha, hb, zero_smul, zero_smul, add_zero])
    have hprod : b * ((E + 1 + (Real.sqrt 13 : ℂ) / 2) * (E + 1 - (Real.sqrt 13 : ℂ) / 2))
        = 0 := by
      linear_combination e1 - (3 / 2 + E) * e2 - b / 4 * hs
    rcases mul_eq_zero.mp ((mul_eq_zero.mp hprod).resolve_left hb) with h | h
    · left; linear_combination h
    · right; linear_combination h
  · rintro (rfl | rfl)
    · exact ex _ hs
    · have h := ex (-(Real.sqrt 13 : ℂ)) (by rw [neg_sq]; exact hs)
      have e : (-1 - -(Real.sqrt 13 : ℂ) / 2) = -1 + (Real.sqrt 13 : ℂ) / 2 := by ring
      rwa [e] at h

end

end HexagonValenceBond
```

```lean
#print axioms HexagonValenceBond.kekule_dewar_spectrum
```

```
'HexagonValenceBond.kekule_dewar_spectrum' depends on axioms: [propext, Classical.choice, Quot.sound]
```

## What `kekule_dewar_spectrum` says

A `State` assigns a complex amplitude to each of the 64 spin configurations. `onSite` lets a 2×2 spin matrix act on one site, `spinDot` adds the three component products, and `ringH` sums over the closed ring, with $\hbar=1$ and unit antiferromagnetic coupling.

The theorem's first half says that `ringH` maps the complex span of `kekule` and `dewar` into itself. The second says that a complex `E` has a nonzero eigenvector in that span exactly when it is one of the two values. States outside the span are not addressed, nor is the ring's ground state. As a model of benzene, this keeps only equal nearest-neighbour exchange between localised spins.

## How the proof follows the calculation

`spin_entries` checks the exchange identity on all matrix elements. `dirac_exchange` carries it to two different sites of the ring, and `ringH_apply` sums the six bonds.

`ringH_kekule` and `ringH_dewar` replace the bond counting: at an arbitrary configuration both sides are polynomials in the up and down amplitudes, and `ring` verifies that they agree.

`kekule_dewar_independent` uses two configurations, which give $2a+3b=0$ and $-a-b=0$. This justifies comparing coefficients.

`ringH_eigenvector` verifies $6K+(s-1)D$ with energy $-1-s/2$ whenever $s^2=13$; the choices $s=\pm\sqrt{13}$ supply both eigenvectors. Conversely, the final proof shows $b\neq0$, since $b=0$ would force $a=0$. It then eliminates $a$ and factors the quadratic.
